# Two electrons on a finite grid with real nonpositive hopping matrix elements and a multiplicative interaction: the lowest singlet lies no higher than the lowest triplet

Two electrons share a molecule or a quantum dot, and the Hamiltonian does not act on spin. By the Pauli principle, a singlet has a spatial function that is symmetric under exchange of the electrons, and a triplet has an antisymmetric one. The repulsion seems to favour the triplet, whose spatial function vanishes where the electrons meet. The kinetic energy seems to favour the singlet, in which both electrons can occupy the lowest orbital. Which spin state has the lower minimum energy?

The problems below treat this question on a finite grid X. The real matrix h holds the kinetic energy and external potential of one electron, and w(x,y) is the interaction energy with the electrons at x and y. The condition on h is that its off-diagonal entries, the hopping matrix elements, are nonpositive. In the Hubbard convention, where these entries are written −t, this means t ≥ 0. The three-point formula for −½ d²/dx² with spacing d has this property: neighbouring points are coupled by −1/(2d²).

## Pair functions, exchange and energy

```lean
import Mathlib

open Matrix
open scoped Kronecker

namespace SingletTripletOrdering

variable {X : Type*}
```

A pair function ψ assigns a real number to each ordered pair (x,y). The Hamiltonian is

H = h⊗1 + 1⊗h + w,

where w multiplies ψ(x,y) by w(x,y). Each pair configuration receives its interaction once, so a Hubbard repulsion U is w(x,x) = U.

```lean
/-- The two-particle Hamiltonian `h₁ + h₂ + w` on a grid, with `w` acting by multiplication. -/
def pairHamiltonian [DecidableEq X] (h : Matrix X X ℝ) (w : X → X → ℝ) :
    Matrix (X × X) (X × X) ℝ :=
  h ⊗ₖ (1 : Matrix X X ℝ) + (1 : Matrix X X ℝ) ⊗ₖ h + diagonal fun p => w p.1 p.2
```

Spin does not appear in the Lean code. Its place is taken by the exchange factor s, which is not a spin quantum number: s = 1 stands for the singlet and s = −1 for the triplet.

```lean
/-- Exchanging the two particles multiplies `ψ` by `s`: symmetric functions have `s = 1`,
antisymmetric ones `s = -1`. -/
def HasExchange (s : ℝ) (ψ : X × X → ℝ) : Prop :=
  ∀ x y, ψ (y, x) = s * ψ (x, y)
```

The energy of a nonzero ψ is its Rayleigh quotient, with ψ not assumed normalised:

R(ψ) = ⟨ψ, Hψ⟩ / ⟨ψ, ψ⟩.

```lean
/-- The Rayleigh quotient `⟨ψ, Hψ⟩ / ⟨ψ, ψ⟩` of a nonzero pair function. -/
noncomputable def rayleigh [Fintype X] (H : Matrix (X × X) (X × X) ℝ) (ψ : X × X → ℝ) : ℝ :=
  (ψ ⬝ᵥ H *ᵥ ψ) / (ψ ⬝ᵥ ψ)
```

`sectorEnergies H s` is the set of all values of R(ψ) for nonzero ψ with exchange factor s.

```lean
/-- All Rayleigh quotients of nonzero pair functions with exchange factor `s`. -/
def sectorEnergies [Fintype X] (H : Matrix (X × X) (X × X) ℝ) (s : ℝ) : Set ℝ :=
  {E | ∃ ψ, ψ ≠ 0 ∧ HasExchange s ψ ∧ rayleigh H ψ = E}
```

## (a) Matrix elements of H

**Task.** Write δ(x,x') for 1 if x = x' and 0 otherwise. Show that

H((x,y),(x',y')) = δ(y,y') h(x,x') + δ(x,x') h(y,y') + δ(x,x') δ(y,y') w(x,y).

**Solution.** A Kronecker product has the entries (A⊗B)((x,y),(x',y')) = A(x,x') B(y,y'), and the unit matrix has the entries δ. The first two terms follow. The third is the diagonal matrix of w, which is nonzero only when both coordinates agree.

In Lean each δ is an `if … then … else`, and `simp` unfolds the three matrices in the same way.

```lean
/-- The matrix elements of the pair Hamiltonian: one particle hops while the other stays,
and the interaction is diagonal. -/
theorem pairHamiltonian_apply [DecidableEq X] (h : Matrix X X ℝ) (w : X → X → ℝ)
    (x y x' y' : X) :
    pairHamiltonian h w (x, y) (x', y') = (if y = y' then h x x' else 0)
      + (if x = x' then h y y' else 0) + (if x = x' ∧ y = y' then w x y else 0) := by
  simp [pairHamiltonian, one_apply, diagonal_apply, Prod.mk.injEq]
```

## (b) Signs of the off-diagonal elements

**Task.** Let h(x,x') ≤ 0 whenever x ≠ x'. Show for pairs p and q that

H(p,q) ≤ 0 whenever p ≠ q.

**Solution.** Put p = (x,y) and q = (x',y'). If only the first coordinate differs, (a) gives H(p,q) = h(x,x') ≤ 0. If only the second differs, it gives h(y,y') ≤ 0. If both differ, every term vanishes. The interaction sits on the diagonal, so its sign and size play no role.

The two `by_cases` produce these three cases and a fourth, p = q, which contradicts the assumption.

```lean
/-- If the off-diagonal entries of `h` are nonpositive, so are those of the pair Hamiltonian. -/
theorem offdiag_nonpos [DecidableEq X] {h : Matrix X X ℝ} (w : X → X → ℝ)
    (hoff : ∀ x y, x ≠ y → h x y ≤ 0) :
    ∀ p q, p ≠ q → pairHamiltonian h w p q ≤ 0 := by
  rintro ⟨x, y⟩ ⟨x', y'⟩ hne
  by_cases hx : x = x' <;> by_cases hy : y = y'
  · exact absurd (by rw [hx, hy]) hne
  · simpa [pairHamiltonian_apply, hx, hy] using hoff y y' hy
  · simpa [pairHamiltonian_apply, hx, hy] using hoff x x' hx
  · simp [pairHamiltonian_apply, hx, hy]
```

## (c) Positivity of the norm

**Task.** For a nonzero real function ψ on a finite set, show that

⟨ψ, ψ⟩ > 0.

**Solution.** ⟨ψ, ψ⟩ is the sum of the squares ψ(p)², so it is nonnegative. It is zero only if every ψ(p) is zero, which is excluded. The Lean proof combines the same two facts.

```lean
/-- A nonzero real function on a finite set has positive squared norm. -/
lemma norm_pos {ι : Type*} [Fintype ι] {ψ : ι → ℝ} (hψ : ψ ≠ 0) : 0 < ψ ⬝ᵥ ψ :=
  lt_of_le_of_ne (Finset.sum_nonneg fun p _ => mul_self_nonneg (ψ p))
    fun e => hψ (dotProduct_self_eq_zero.mp e.symm)
```

## (d) A minimum in each sector

**Task.** Let H be any real matrix on pairs, and let the sector with exchange factor s contain a nonzero function. Show that it contains a nonzero φ with

R(φ) ≤ R(ψ) for every nonzero ψ in the sector.

**Solution.** Dividing ψ by √⟨ψ,ψ⟩ gives a function of norm 1 in the same sector, and its value of ⟨·, H·⟩ is R(ψ). It is therefore enough to minimise ⟨φ, Hφ⟩ over the set K of normalised functions in the sector.

K is closed, because the norm condition and the exchange condition are equations between continuous functions. It is bounded, because φ(p)² ≤ ⟨φ,φ⟩ = 1 puts every component between −1 and 1. A closed and bounded set in finite dimension is compact, and the continuous function ⟨φ, Hφ⟩ attains its minimum there.

In the code, `normalise` is the rescaling, `c1` and `c2` are the two closedness statements, and `hK` places K inside a product of intervals [−1, 1]. `IsLeast` says that E belongs to the set of energies and is a lower bound for it, so the minimum is attained.

```lean
/-- In an exchange sector that contains a nonzero function, the Rayleigh quotient attains
its minimum. -/
theorem exists_minimum [Fintype X] (H : Matrix (X × X) (X × X) ℝ) (s : ℝ)
    (hne : ∃ ψ : X × X → ℝ, ψ ≠ 0 ∧ HasExchange s ψ) :
    ∃ E, IsLeast (sectorEnergies H s) E := by
  let K : Set (X × X → ℝ) := {ψ | ψ ⬝ᵥ ψ = 1} ∩ {ψ | HasExchange s ψ}
  -- every nonzero function can be normalised inside its sector
  have normalise : ∀ ψ : X × X → ℝ, ψ ≠ 0 → HasExchange s ψ →
      ∃ φ ∈ K, φ ⬝ᵥ H *ᵥ φ = rayleigh H ψ := by
    intro ψ hψ hex
    have hpos := norm_pos hψ
    have hc : (√(ψ ⬝ᵥ ψ))⁻¹ * (√(ψ ⬝ᵥ ψ))⁻¹ = (ψ ⬝ᵥ ψ)⁻¹ := by
      rw [← mul_inv, Real.mul_self_sqrt hpos.le]
    refine ⟨(√(ψ ⬝ᵥ ψ))⁻¹ • ψ, ⟨?_, ?_⟩, ?_⟩
    · change _ ⬝ᵥ _ = (1 : ℝ)
      rw [smul_dotProduct, dotProduct_smul, smul_eq_mul, smul_eq_mul, ← mul_assoc, hc,
        inv_mul_cancel₀ hpos.ne']
    · intro x y
      simp only [Pi.smul_apply, smul_eq_mul]
      rw [hex x y]
      ring
    · rw [mulVec_smul, smul_dotProduct, dotProduct_smul, smul_eq_mul, smul_eq_mul,
        ← mul_assoc, hc, rayleigh, div_eq_inv_mul]
  -- the normalised functions form a compact set
  have c1 : IsClosed {ψ : X × X → ℝ | ψ ⬝ᵥ ψ = 1} :=
    isClosed_eq (by simp only [dotProduct]; fun_prop) continuous_const
  have c2 : IsClosed {ψ : X × X → ℝ | HasExchange s ψ} := by
    simp only [HasExchange, Set.ofPred_forall]
    exact isClosed_iInter fun x => isClosed_iInter fun y =>
      isClosed_eq (by fun_prop) (by fun_prop)
  have hK : IsCompact K := by
    refine (isCompact_univ_pi fun _ : X × X =>
      (isCompact_Icc : IsCompact (Set.Icc (-1 : ℝ) 1))).of_isClosed_subset (c1.inter c2) ?_
    rintro ψ ⟨h1, _⟩ p _
    have hp : ψ p * ψ p ≤ 1 :=
      (Finset.single_le_sum (f := fun q => ψ q * ψ q)
        (fun q _ => mul_self_nonneg (ψ q)) (Finset.mem_univ p)).trans_eq h1
    constructor <;> nlinarith
  have hcont : Continuous fun ψ : X × X → ℝ => ψ ⬝ᵥ H *ᵥ ψ := by
    simp only [dotProduct, mulVec]
    fun_prop
  obtain ⟨ψ₀, hψ₀, hex₀⟩ := hne
  obtain ⟨φ₀, hφ₀, _⟩ := normalise ψ₀ hψ₀ hex₀
  obtain ⟨φ, hφ, hmin⟩ := hK.exists_isMinOn ⟨φ₀, hφ₀⟩ hcont.continuousOn
  have h1 : φ ⬝ᵥ φ = 1 := hφ.1
  refine ⟨rayleigh H φ, ⟨φ, fun e => by simp [e] at h1, hφ.2, rfl⟩, ?_⟩
  rintro E ⟨ψ, hψ, hex, rfl⟩
  obtain ⟨χ, hχ, e⟩ := normalise ψ hψ hex
  calc rayleigh H φ = φ ⬝ᵥ H *ᵥ φ := by rw [rayleigh, h1, div_one]
    _ ≤ χ ⬝ᵥ H *ᵥ χ := isMinOn_iff.mp hmin χ hχ
    _ = rayleigh H ψ := e
```

## (e) The absolute value as a trial function

**Task.** Let H have nonpositive off-diagonal entries, and let ψ be nonzero and antisymmetric. Show that |ψ| is nonzero and symmetric, and that

R(|ψ|) ≤ R(ψ).

**Solution.** |ψ| vanishes everywhere only if ψ does. Exchange gives |ψ(y,x)| = |−ψ(x,y)| = |ψ(x,y)|, so |ψ| is symmetric. The norms agree, since |ψ(p)|² = ψ(p)².

It remains to compare the numerators term by term:

H(p,q) |ψ(p)| |ψ(q)| ≤ H(p,q) ψ(p) ψ(q).

For p = q the two sides are equal. For p ≠ q, start from ψ(p)ψ(q) ≤ |ψ(p)ψ(q)| and multiply by H(p,q) ≤ 0, which reverses the inequality. Summing over p and q and dividing by the positive norm gives the claim.

In Lean, `hn` is the equality of norms, `Finset.sum_le_sum` reduces the double sum to single terms, and `mul_le_mul_of_nonpos_left` is the reversal.

```lean
/-- If `H` has nonpositive off-diagonal entries, the absolute value of a nonzero antisymmetric
function is a nonzero symmetric function whose Rayleigh quotient is no higher. -/
theorem rayleigh_abs_le [Fintype X] {H : Matrix (X × X) (X × X) ℝ}
    (hoff : ∀ p q, p ≠ q → H p q ≤ 0)
    {ψ : X × X → ℝ} (hψ : ψ ≠ 0) (hex : HasExchange (-1) ψ) :
    (fun p => |ψ p|) ≠ 0 ∧ HasExchange 1 (fun p => |ψ p|) ∧
      rayleigh H (fun p => |ψ p|) ≤ rayleigh H ψ := by
  refine ⟨fun e => hψ (funext fun p => abs_eq_zero.mp (congrFun e p)), fun x y => ?_, ?_⟩
  · change |ψ (y, x)| = 1 * |ψ (x, y)|
    rw [hex x y]
    simp
  · have hn : (fun p => |ψ p|) ⬝ᵥ (fun p => |ψ p|) = ψ ⬝ᵥ ψ := by simp [dotProduct]
    rw [rayleigh, rayleigh, hn]
    refine div_le_div_of_nonneg_right ?_ (norm_pos hψ).le
    simp only [dotProduct, mulVec, Finset.mul_sum]
    -- diagonal terms agree, and off-diagonal terms can only go down
    refine Finset.sum_le_sum fun p _ => Finset.sum_le_sum fun q _ => ?_
    by_cases hpq : p = q
    · subst hpq
      apply le_of_eq
      linear_combination H p p * abs_mul_abs_self (ψ p)
    · have := mul_le_mul_of_nonpos_left (le_abs_self (ψ p * ψ q)) (hoff p q hpq)
      rw [abs_mul] at this
      linarith
```

## (f) Ordering of the two minima

**Task.** Let X have at least two points, let h have nonpositive off-diagonal entries, and let w be any real function. Show that R has a minimum E_S over nonzero symmetric functions and a minimum E_T over nonzero antisymmetric ones, and that

E_S ≤ E_T.

**Solution.** Choose two different points a and b. The determinant

D(x,y) = δ(x,a) δ(y,b) − δ(x,b) δ(y,a)

is antisymmetric, and D(a,b) = 1, so it is not zero. By (d), E_T exists and is attained by some antisymmetric ψ. By (b) and (e), |ψ| is a nonzero symmetric function, so (d) also gives E_S. Then

E_S ≤ R(|ψ|) ≤ R(ψ) = E_T.

Equality can occur: for h = 0 and w = 0 both minima are 0.

`Nontrivial X` says that the grid has two different points, `hanti` is the determinant, and the last line of the proof is the chain above. The theorem requires neither h nor w to be symmetric. In the physical case both are, and E_S and E_T are then the lowest singlet and triplet eigenvalues, by the usual variational argument.

```lean
/-- On a grid with at least two points, with nonpositive off-diagonal entries of `h` and any
multiplicative `w`, both minima exist and the symmetric one is at most the antisymmetric one. -/
theorem singlet_le_triplet [Fintype X] [DecidableEq X] [Nontrivial X]
    (h : Matrix X X ℝ) (w : X → X → ℝ) (hoff : ∀ x y, x ≠ y → h x y ≤ 0) :
    ∃ ES ET, IsLeast (sectorEnergies (pairHamiltonian h w) 1) ES ∧
      IsLeast (sectorEnergies (pairHamiltonian h w) (-1)) ET ∧ ES ≤ ET := by
  obtain ⟨a, b, hab⟩ := exists_pair_ne X
  -- a two-point determinant shows that the antisymmetric sector is not empty
  have hanti : ∃ ψ : X × X → ℝ, ψ ≠ 0 ∧ HasExchange (-1) ψ := by
    refine ⟨fun p => (if p.1 = a then 1 else 0) * (if p.2 = b then 1 else 0)
      - (if p.1 = b then 1 else 0) * (if p.2 = a then 1 else 0), fun e => ?_, fun x y => ?_⟩
    · have := congrFun e (a, b)
      simp [hab] at this
    · dsimp only
      ring
  obtain ⟨ET, hT⟩ := exists_minimum (pairHamiltonian h w) (-1) hanti
  obtain ⟨ψ, hψ, hex, hE⟩ := hT.1
  obtain ⟨h0, h1, hle⟩ := rayleigh_abs_le (offdiag_nonpos w hoff) hψ hex
  obtain ⟨ES, hS⟩ := exists_minimum (pairHamiltonian h w) 1 ⟨_, h0, h1⟩
  exact ⟨ES, ET, hS, hT, (hS.2 ⟨_, h0, h1, rfl⟩).trans (hle.trans_eq hE)⟩

end SingletTripletOrdering
```

```lean
#print axioms SingletTripletOrdering.singlet_le_triplet
```

```
'SingletTripletOrdering.singlet_le_triplet' depends on axioms: [propext, Classical.choice, Quot.sound]
```

For two electrons in such a finite real grid model, a search for the ground-state energy may therefore be confined to the singlet sector. The step from the grid to continuous space needs a separate convergence argument.

## Three sites with positive hopping matrix elements

Symmetry of h and w, even together with w ≥ 0, does not give the ordering. Take three sites with h(x,x) = 0 and h(x,x') = 1 for x ≠ x', and let w be U > 0 when the electrons share a site and 0 otherwise.

The eigenvalues of h are 2, −1 and −1, and the eigenvectors for −1 are those whose components sum to zero. Hence no pair function has an energy below −2. The value −2 is reached only if ψ vanishes on doubly occupied sites and all its row and column sums are zero.

The antisymmetric function with ψ(1,2) = ψ(2,3) = ψ(3,1) = 1 meets these conditions, so E_T = −2. A symmetric function would need

ψ(1,2) + ψ(1,3) = ψ(1,2) + ψ(2,3) = ψ(1,3) + ψ(2,3) = 0,

which forces ψ = 0. Therefore E_S > −2 = E_T, and the triplet is lower.
